# A group of even permutations of finitely many labels that contains every cycle a → b → k → a, for fixed a and b, is the alternating group

Permutations of a finite set of labels, such as those of identical particles, are even or odd according to the number of exchanges that compose them. The theorem takes a group `H` of such permutations that has no odd element and contains the three-cycle a → b → k → a for two fixed distinct labels a, b and every other label k. It states that `H` is then the alternating group, the group of all even permutations. One inclusion is immediate, since every element of `H` is even. For the other, the attempt shows by induction on exchanges that for any permutation τ either τ or `swap a b * τ` lies in `H`, and for an even σ it rules out the second case by computing a sign.

In Lean, a first try:

```lean
import Mathlib

open Equiv Equiv.Perm

namespace EqAlternatingGroup

/-- The permutation `a → b → k → a`, for three distinct labels, written as a product of two
exchanges. -/
def threeCycle {α : Type*} [DecidableEq α] (a b k : α) : Perm α :=
  swap a b * swap b k

/-- If a group of permutations contains the three-cycles `(a b k)` for all other labels `k`, it
contains the exchange of `a` and `b` combined with any other exchange. -/
theorem swap_mul_swap_mem {α : Type*} [DecidableEq α] {H : Subgroup (Perm α)} {a b : α}
    (h : ∀ k, k ≠ a → k ≠ b → threeCycle a b k ∈ H) {x y : α} (hxy : x ≠ y) :
    swap a b * swap x y ∈ H := by
  -- exchanges that involve `b` come directly from the three-cycles
  have key : ∀ k, k ≠ b → swap a b * swap b k ∈ H := by
    intro k hk
    by_cases hka : k = a
    · rw [hka, Equiv.swap_comm b a, Equiv.swap_mul_self]
      exact H.one_mem
    · exact h k hka hk
  by_cases hx : x = b
  · rw [hx]
    exact key y (fun e => hxy (hx.trans e.symm))
  by_cases hy : y = b
  · rw [hy, Equiv.swap_comm x b]
    exact key x hx
  -- any other exchange is conjugate to one that involves `b`
  have e : swap x y = swap b x * swap b y * (swap b x)⁻¹ := by
    have h1 := Equiv.swap_apply_apply (swap b x) b y
    rwa [Equiv.swap_apply_left, Equiv.swap_apply_of_ne_of_ne hy hxy.symm] at h1
  have e2 : swap a b * swap x y =
      (swap a b * swap b x) * (swap a b * swap b y)⁻¹ * (swap a b * swap b x) := by
    rw [e]
    simp only [mul_inv_rev, Equiv.swap_inv, mul_assoc, Equiv.swap_mul_self_mul]
  rw [e2]
  exact H.mul_mem (H.mul_mem (key x hx) (H.inv_mem (key y hy))) (key x hx)

/-- A group of permutations of finitely many labels that has no odd element and contains
`(a b k)` for two fixed distinct labels `a`, `b` and every other `k` is the alternating group. -/
theorem eq_alternatingGroup {α : Type*} [DecidableEq α] [Fintype α] {H : Subgroup (Perm α)}
    {a b : α} (hab : a ≠ b) (heven : ∀ σ ∈ H, sign σ = 1)
    (h : ∀ k, k ≠ a → k ≠ b → threeCycle a b k ∈ H) : H = alternatingGroup α := by
  apply le_antisymm
  · intro σ hσ
    exact Equiv.Perm.mem_alternatingGroup.mpr (heven σ hσ)
  · intro σ hσ
    -- every permutation lies in `H`, possibly after one exchange of `a` and `b`
    have dich : ∀ τ : Perm α, τ ∈ H ∨ swap a b * τ ∈ H := by
      intro τ
      refine Equiv.Perm.swap_induction_on τ (Or.inl H.one_mem) ?_
      intro f x y hxy ih
      rcases ih with hf | hf
      · right
        rw [← mul_assoc]
        exact H.mul_mem (swap_mul_swap_mem h hxy) hf
      · left
        have e : swap x y * f = (swap a b * swap x y)⁻¹ * (swap a b * f) := by
          simp only [mul_inv_rev, Equiv.swap_inv, mul_assoc, Equiv.swap_mul_self_mul]
        rw [e]
        exact H.mul_mem (H.inv_mem (swap_mul_swap_mem h hxy)) hf
    rcases dich σ with h1 | h1
    · exact h1
    · have h2 := heven _ h1
      rw [sign_mul, sign_swap hab, Equiv.Perm.mem_alternatingGroup.mp hσ] at h2
      exact absurd h2 (by decide)

end EqAlternatingGroup
```

Messages:

```
Main.lean:67:10: error: Ambiguous term
  sign_mul
Possible interpretations:
  _root_.sign_mul : ∀ (x y : ?m.182), SignType.sign (x * y) = SignType.sign x * SignType.sign y
  
  Perm.sign_mul : ∀ (f g : Perm ?m.182), sign (f * g) = sign f * sign g
```

Cause. The message says that the name `sign_mul` in the last `rw` is ambiguous. The file has `open Equiv Equiv.Perm`, so the short name can mean `Equiv.Perm.sign_mul`, on the sign of a product of permutations, as well as the root lemma `_root_.sign_mul`, on the `SignType`-valued sign of a product of elements such as numbers. `rw` elaborates the lemma's name before it looks for the pattern in `h2`. Both readings make sense as terms on their own, so Lean has no ground for a choice and stops, although `h2` speaks of the sign of a permutation and only one of the two lemmas could rewrite it.

The diff writes the full name `Equiv.Perm.sign_mul`, which leaves one reading. The rewrite then splits the sign of `swap a b * σ` into the product of the two signs, and the rest of the line applies as it stood. The argument itself is unchanged.

As a diff, the version that Lean accepts:

```diff
@@ -65,5 +65,5 @@
     · exact h1
     · have h2 := heven _ h1
-      rw [sign_mul, sign_swap hab, Equiv.Perm.mem_alternatingGroup.mp hσ] at h2
+      rw [Equiv.Perm.sign_mul, sign_swap hab, Equiv.Perm.mem_alternatingGroup.mp hσ] at h2
       exact absurd h2 (by decide)
 
```
